# An inverse-free form of the coherent potential condition for a binary alloy

In a single-site coherent potential calculation for a binary alloy, the self-energy is adjusted until the concentration-averaged T-matrix vanishes. At a given medium Green function, this test can be replaced by a residual containing no matrix inverse, provided that both single-site scattering equations are uniquely solvable.

Let $a$ and $b$ be the on-site potentials of the two species, with concentrations $p$ and $1-p$. Let $s$ be the self-energy of the medium and $g$ its site-diagonal Green function. For one orbital per site these are complex numbers, apart from the real $p$. If $1-(a-s)g$ and $1-(b-s)g$ are nonzero, then

$$\frac{p(a-s)}{1-(a-s)g}+\frac{(1-p)(b-s)}{1-(b-s)g}=0 \iff s=pa+(1-p)b-(a-s)g(b-s).$$

With several orbitals $a$, $b$, $s$ and $g$ are matrices. If $1-(a-s)g$ and $1-(b-s)g$ are invertible, the averaged T-matrix again vanishes exactly when the self-energy equation on the right holds.

## Residuals and the virtual-crystal start

A code can monitor $F=pa+(1-p)b-s-(a-s)g(b-s)$ instead of the averaged T-matrix. The equation $F=0$ is still implicit, because $s$ occurs on both sides of the self-energy equation and $g$ normally depends on $s$ too.

The virtual-crystal value $s=pa+(1-p)b$ gives $a-s=(1-p)(a-b)$ and $b-s=-p(a-b)$, hence $F=p(1-p)(a-b)g(a-b)$. This starting guess therefore solves the condition exactly when that product is zero.

## Clearing one denominator from each side

For one orbital, put the two fractions over a common denominator. The numerator is

$$p(a-s)[1-(b-s)g]+(1-p)(b-s)[1-(a-s)g]=F,$$

since the product terms have weights $p$ and $1-p$, which add to one.

For matrices, write $V_v=v-s$ and $t_v=(1-V_vg)^{-1}V_v$ for $v=a,b$, and $T=pt_a+(1-p)t_b$. By definition $(1-V_vg)t_v=V_v$. Since $V_v(1-gV_v)=(1-V_vg)V_v$, also $t_v(1-gV_v)=V_v$. With $L=1-V_ag$ and $R=1-gV_b$,

$$\begin{aligned}
LTR&=pV_aR+(1-p)LV_b\\
&=pV_a+(1-p)V_b-V_agV_b=F.
\end{aligned}$$

Thus $T=0$ implies $F=0$. Conversely, $L$ is invertible by hypothesis, and

$$R(1+gt_b)=1+g[(1-V_bg)t_b-V_b]=1,$$

so $F=0$ implies $T=L^{-1}F(1+gt_b)=0$.

The trap is to multiply by both denominators from the left, as one would with numbers. In $(1-V_bg)(1-V_ag)T$, for example, the factor $1-V_ag$ stands between $1-V_bg$ and $t_b$, and in general cannot be moved past either.

Exchanging the species together with their concentrations leaves $T$ unchanged. At a solution both forms of the self-energy equation therefore hold, and subtracting them gives $V_agV_b=V_bgV_a$. Away from a solution the two orderings may differ.

The impurity Green function is $G_v=g(1-V_vg)^{-1}$. From $(1-V_vg)^{-1}=1+t_vg$ it equals $g+gt_vg$, so its average is $g+gTg$. For invertible $g$, this average equals $g$ exactly when $T=0$.

## The Lean file

```lean
import Mathlib

open Matrix

namespace CoherentPotential

noncomputable section

variable {n : Type*} [Fintype n] [DecidableEq n]

/-- Single-site T-matrix of an atom with on-site potential `v` embedded in a medium with
self-energy `s` and site-diagonal Green function `g`. -/
def siteT (v s g : Matrix n n ℂ) : Matrix n n ℂ :=
  (1 - (v - s) * g)⁻¹ * (v - s)

/-- Site-diagonal Green function at an atom with potential `v` embedded in the medium. -/
def impurityGreen (v s g : Matrix n n ℂ) : Matrix n n ℂ :=
  g * (1 - (v - s) * g)⁻¹

/-- T-matrix averaged over a binary alloy with concentrations `p` of `a` and `1 - p` of `b`. -/
def averagedT (p : ℝ) (a b s g : Matrix n n ℂ) : Matrix n n ℂ :=
  p • siteT a s g + (1 - p) • siteT b s g

/-- The T-matrix solves the scattering equation `t = V + V g t` with `V = v - s`,
written as `(1 - V g) t = V`. -/
theorem siteT_left {v s g : Matrix n n ℂ} (h : (1 - (v - s) * g).det ≠ 0) :
    (1 - (v - s) * g) * siteT v s g = v - s := by
  unfold siteT
  rw [← mul_assoc, Matrix.mul_nonsing_inv _ h.isUnit, one_mul]

/-- The T-matrix also solves the mirrored scattering equation `t (1 - g V) = V`
with `V = v - s`. -/
theorem siteT_right {v s g : Matrix n n ℂ} (h : (1 - (v - s) * g).det ≠ 0) :
    siteT v s g * (1 - g * (v - s)) = v - s := by
  have swap : (v - s) * (1 - g * (v - s)) = (1 - (v - s) * g) * (v - s) := by
    noncomm_ring
  unfold siteT
  rw [mul_assoc, swap, ← mul_assoc, Matrix.nonsing_inv_mul _ h.isUnit, one_mul]

/-- Coherent potential condition for a binary alloy with any number of orbitals per site:
the averaged T-matrix vanishes exactly when the self-energy obeys
`s = p a + (1 - p) b - (a - s) g (b - s)`. -/
theorem averagedT_eq_zero_iff {p : ℝ} {a b s g : Matrix n n ℂ}
    (ha : (1 - (a - s) * g).det ≠ 0) (hb : (1 - (b - s) * g).det ≠ 0) :
    averagedT p a b s g = 0 ↔
      s = p • a + (1 - p) • b - (a - s) * g * (b - s) := by
  -- Clearing one denominator from each side leaves the self-energy equation.
  have key : (1 - (a - s) * g) * averagedT p a b s g * (1 - g * (b - s)) =
      p • a + (1 - p) • b - (a - s) * g * (b - s) - s := by
    have e1 : (a - s) * (1 - g * (b - s)) = (a - s) - (a - s) * g * (b - s) := by
      rw [mul_sub, mul_one, ← mul_assoc]
    have e2 : (1 - (a - s) * g) * (b - s) = (b - s) - (a - s) * g * (b - s) := by
      rw [sub_mul, one_mul]
    calc (1 - (a - s) * g) * averagedT p a b s g * (1 - g * (b - s))
        = p • (((1 - (a - s) * g) * siteT a s g) * (1 - g * (b - s))) +
          (1 - p) • ((1 - (a - s) * g) * (siteT b s g * (1 - g * (b - s)))) := by
          simp only [averagedT, mul_add, add_mul, mul_smul_comm, smul_mul_assoc, mul_assoc]
      _ = _ := by
          rw [siteT_left ha, siteT_right hb, e1, e2]
          module
  constructor
  · intro h
    rw [h, mul_zero, zero_mul] at key
    exact (sub_eq_zero.mp key.symm).symm
  · intro h
    rw [← h, sub_self] at key
    -- The right factor is inverted by `1 + g t_b`.
    have hR : (1 - g * (b - s)) * (1 + g * siteT b s g) = 1 := by
      calc (1 - g * (b - s)) * (1 + g * siteT b s g)
          = 1 + g * ((1 - (b - s) * g) * siteT b s g - (b - s)) := by noncomm_ring
        _ = 1 := by rw [siteT_left hb, sub_self, mul_zero, add_zero]
    calc averagedT p a b s g
        = ((1 - (a - s) * g)⁻¹ * (1 - (a - s) * g)) * averagedT p a b s g *
            ((1 - g * (b - s)) * (1 + g * siteT b s g)) := by
          rw [hR, Matrix.nonsing_inv_mul _ ha.isUnit, one_mul, mul_one]
      _ = (1 - (a - s) * g)⁻¹ *
            ((1 - (a - s) * g) * averagedT p a b s g * (1 - g * (b - s))) *
            (1 + g * siteT b s g) := by simp only [mul_assoc]
      _ = 0 := by rw [key, mul_zero, zero_mul]

/-- When the averaged T-matrix vanishes, the two species may be exchanged in the product
`(a - s) g (b - s)`, even if the matrices do not commute. -/
theorem species_exchange {p : ℝ} {a b s g : Matrix n n ℂ}
    (ha : (1 - (a - s) * g).det ≠ 0) (hb : (1 - (b - s) * g).det ≠ 0)
    (h : averagedT p a b s g = 0) :
    (a - s) * g * (b - s) = (b - s) * g * (a - s) := by
  have h' : averagedT (1 - p) b a s g = 0 := by
    unfold averagedT at h ⊢
    rw [sub_sub_cancel, add_comm]
    exact h
  have h1 := (averagedT_eq_zero_iff ha hb).mp h
  have h2 := (averagedT_eq_zero_iff hb ha).mp h'
  linear_combination (norm := module) h1 - h2

/-- The Green function at an embedded atom is that of the medium plus one scattering
correction, `g + g t g`. -/
theorem impurityGreen_eq {v s g : Matrix n n ℂ} (h : (1 - (v - s) * g).det ≠ 0) :
    impurityGreen v s g = g + g * siteT v s g * g := by
  have aux : ∀ X V : Matrix n n ℂ, X * (1 - V * g) = 1 →
      g * X = g + g * (X * V) * g := by
    intro X V hX
    have e : X = 1 + X * V * g := by
      calc X = X * (1 - V * g) + X * V * g := by noncomm_ring
        _ = 1 + X * V * g := by rw [hX]
    calc g * X = g * (1 + X * V * g) := by rw [← e]
      _ = g + g * (X * V) * g := by noncomm_ring
  exact aux _ _ (Matrix.nonsing_inv_mul _ h.isUnit)

/-- For an invertible medium Green function, the concentration average of the impurity Green
functions equals that of the medium exactly when the averaged T-matrix vanishes. -/
theorem averaged_green_iff {p : ℝ} {a b s g : Matrix n n ℂ} (hg : g.det ≠ 0)
    (ha : (1 - (a - s) * g).det ≠ 0) (hb : (1 - (b - s) * g).det ≠ 0) :
    p • impurityGreen a s g + (1 - p) • impurityGreen b s g = g ↔
      averagedT p a b s g = 0 := by
  have key : p • impurityGreen a s g + (1 - p) • impurityGreen b s g =
      g + g * averagedT p a b s g * g := by
    rw [impurityGreen_eq ha, impurityGreen_eq hb]
    simp only [averagedT, mul_add, add_mul, mul_smul_comm, smul_mul_assoc]
    module
  rw [key]
  constructor
  · intro h
    have h0 : g * averagedT p a b s g * g = 0 :=
      add_left_cancel (h.trans (add_zero g).symm)
    -- Strip the two outer propagators.
    calc averagedT p a b s g
        = (g⁻¹ * g) * averagedT p a b s g * (g * g⁻¹) := by
          rw [Matrix.nonsing_inv_mul _ hg.isUnit, Matrix.mul_nonsing_inv _ hg.isUnit,
            one_mul, mul_one]
      _ = g⁻¹ * (g * averagedT p a b s g * g) * g⁻¹ := by simp only [mul_assoc]
      _ = 0 := by rw [h0, mul_zero, zero_mul]
  · intro h
    rw [h, mul_zero, zero_mul, add_zero]

/-- The virtual-crystal self-energy `p a + (1 - p) b` makes the averaged T-matrix vanish
exactly when `p (1 - p) (a - b) g (a - b) = 0`. -/
theorem virtual_crystal_iff {p : ℝ} {a b s g : Matrix n n ℂ}
    (hs : s = p • a + (1 - p) • b)
    (ha : (1 - (a - s) * g).det ≠ 0) (hb : (1 - (b - s) * g).det ≠ 0) :
    averagedT p a b s g = 0 ↔ (p * (1 - p)) • ((a - b) * g * (a - b)) = 0 := by
  have e1 : a - s = (1 - p) • (a - b) := by rw [hs]; module
  have e2 : b - s = (-p) • (a - b) := by rw [hs]; module
  have e : (a - s) * g * (b - s) = -((p * (1 - p)) • ((a - b) * g * (a - b))) := by
    rw [e1, e2]
    simp only [smul_mul_assoc, mul_smul_comm]
    module
  rw [averagedT_eq_zero_iff ha hb, e, ← hs, sub_neg_eq_add]
  constructor
  · intro h
    exact (add_left_cancel ((add_zero s).trans h)).symm
  · intro h
    rw [h, add_zero]

/-- Coherent potential condition for one orbital per site, with the T-matrices written as
ordinary fractions. -/
theorem single_orbital_iff {a b s g : ℂ} {p : ℝ}
    (ha : 1 - (a - s) * g ≠ 0) (hb : 1 - (b - s) * g ≠ 0) :
    p * (a - s) / (1 - (a - s) * g) + (1 - p) * (b - s) / (1 - (b - s) * g) = 0 ↔
      s = p * a + (1 - p) * b - (a - s) * g * (b - s) := by
  rw [div_add_div _ _ ha hb, div_eq_zero_iff, or_iff_left (mul_ne_zero ha hb)]
  constructor
  · intro h
    linear_combination -h
  · intro h
    linear_combination -h

end

end CoherentPotential
```

```lean
#print axioms CoherentPotential.averagedT_eq_zero_iff
#print axioms CoherentPotential.species_exchange
#print axioms CoherentPotential.virtual_crystal_iff
#print axioms CoherentPotential.single_orbital_iff
```

```
'CoherentPotential.averagedT_eq_zero_iff' depends on axioms: [propext, Classical.choice, Quot.sound]
'CoherentPotential.species_exchange' depends on axioms: [propext, Classical.choice, Quot.sound]
'CoherentPotential.virtual_crystal_iff' depends on axioms: [propext, Classical.choice, Quot.sound]
'CoherentPotential.single_orbital_iff' depends on axioms: [propext, Classical.choice, Quot.sound]
```

## Exact equivalence at a given Green function

The index type `n` labels the orbitals on a site, and `siteT`, `impurityGreen` and `averagedT` are $t_v$, $G_v$ and $T$. The hypotheses `ha` and `hb` say that the two determinants are nonzero, which makes each scattering equation uniquely solvable. `averagedT_eq_zero_iff` is the matrix equivalence and `single_orbital_iff` the scalar one.

In the matrix proof, `siteT_left` and `siteT_right` supply the two scattering equations, `key` is $LTR=F$, and `hR` shows that $1+gt_b$ is the inverse of $R$. The tactic `noncomm_ring` expands products without commuting factors, and `module` collects the weighted terms. The scalar proof combines the fractions and compares numerators. `species_exchange`, `averaged_green_iff` and `virtual_crystal_iff` follow the corresponding arguments above.

The theorems allow any real $p$, so the range $0\le p\le1$ is left to the user. They take $g$ as given: no lattice sum ties it to $s$, and neither existence or uniqueness of a self-consistent solution nor convergence of an iteration is established. The disorder is confined to on-site potentials of two species.

The equivalence concerns exact zeros. Because $F=LTR$, a tolerance on $F$ is not the same tolerance on $T$, and the two can differ greatly when $L$ or $R$ is nearly singular.
